# Density matrices of orthonormal orbitals in an overlapping basis: $DSD=D$ and the projector $XDX^*$

Let $X$ be a complex matrix whose columns are basis functions, written out in an orthonormal basis of a finite-dimensional ambient space. The columns may overlap, need not be normalised and may be linearly dependent. A star denotes the conjugate transpose, which Lean writes as `ᴴ`.

```lean
import Mathlib

open Matrix

namespace OccupiedSpaceProjector

variable {m n k : Type*} [Fintype m] [Fintype n] [Fintype k]
```

The finite index sets `m`, `n` and `k` label the ambient coordinates, the basis functions and the occupied orbitals. `Matrix m n ℂ` is the type of complex matrices with rows labelled by `m` and columns by `n`.

```lean
/-- The overlap matrix `S = X* X` of the basis functions stored as columns of `X`. -/
def overlap (X : Matrix m n ℂ) : Matrix n n ℂ := Xᴴ * X
```

The overlap matrix is $S=X^*X$, so $S_{ij}$ is the inner product of basis functions $i$ and $j$. It is computed from $X$, and its invertibility is never assumed.

```lean
/-- The density matrix `D = C C*` of the orbitals with coefficient matrix `C`. -/
def density (C : Matrix n k ℂ) : Matrix n n ℂ := C * Cᴴ
```

Column $a$ of $C$ holds the coefficients of orbital $a$, and the density matrix is $D=CC^*$. Each orbital enters with weight one, so a closed-shell density matrix that counts two electrons per orbital is $2D$ in this convention.

```lean
/-- The operator `X D X*` that a matrix `D` in the basis `X` represents in the ambient space. -/
def ambient (X : Matrix m n ℂ) (D : Matrix n n ℂ) : Matrix m m ℂ := X * D * Xᴴ
```

A coefficient-space matrix $D$ represents the operator $P=XDX^*$ on the ambient space. For $D=CC^*$ this is $P=(XC)(XC)^*$, where the columns of $XC$ are the orbitals themselves.

```lean
/-- The orbitals `C` are orthonormal with respect to the overlap: `C* S C = 1`. -/
def OrthonormalOrbitals [DecidableEq k] (X : Matrix m n ℂ) (C : Matrix n k ℂ) : Prop :=
  Cᴴ * overlap X * C = 1
```

This condition reads $C^*SC=1$. Since $C^*SC=(XC)^*(XC)$, it says that the orbitals are orthonormal in the ambient space. Several of the theorems below take it as a hypothesis.

```lean
/-- The density matrix of orthonormal orbitals satisfies `D S D = D`. -/
theorem density_overlap_density [DecidableEq k] {X : Matrix m n ℂ} {C : Matrix n k ℂ}
    (h : OrthonormalOrbitals X C) : density C * overlap X * density C = density C := by
  unfold OrthonormalOrbitals at h
  calc density C * overlap X * density C = C * (Cᴴ * overlap X * C) * Cᴴ := by
        simp only [density, Matrix.mul_assoc]
    _ = density C := by rw [h, Matrix.mul_one, density]
```

By hand, regroup the product and insert the hypothesis:
$$DSD=CC^*SCC^*=C(C^*SC)C^*=CC^*=D.$$
The `calc` block is this chain. `simp only` with `Matrix.mul_assoc` moves the brackets, and `rw [h]` replaces the middle factor by 1. Most of the later proofs use the same two moves.

```lean
/-- For orthonormal orbitals, the trace of `D S` is the number of orbitals. -/
theorem trace_density_overlap [DecidableEq k] {X : Matrix m n ℂ} {C : Matrix n k ℂ}
    (h : OrthonormalOrbitals X C) :
    (density C * overlap X).trace = (Fintype.card k : ℂ) := by
  unfold OrthonormalOrbitals at h
  rw [density, Matrix.mul_assoc, Matrix.trace_mul_comm, h, Matrix.trace_one]
```

Cyclicity of the trace, `Matrix.trace_mul_comm`, gives
$$\operatorname{tr}(DS)=\operatorname{tr}(CC^*S)=\operatorname{tr}(C^*SC)=\operatorname{tr}1=|k|.$$
`Fintype.card k` is the number of orbitals $|k|$, here regarded as a complex number.

```lean
/-- If `D` is Hermitian and `D S D = D`, then `X D X*` is a Hermitian idempotent. -/
theorem ambient_projector {X : Matrix m n ℂ} {D : Matrix n n ℂ} (hD : D.IsHermitian)
    (h : D * overlap X * D = D) :
    (ambient X D).IsHermitian ∧ ambient X D * ambient X D = ambient X D := by
  constructor
  · unfold Matrix.IsHermitian ambient
    simp only [Matrix.conjTranspose_mul, Matrix.conjTranspose_conjTranspose, hD.eq,
      Matrix.mul_assoc]
  · calc ambient X D * ambient X D = X * (D * overlap X * D) * Xᴴ := by
          simp only [ambient, overlap, Matrix.mul_assoc]
      _ = ambient X D := by rw [h, ambient]
```

This lemma needs only $D^*=D$ and $DSD=D$, with no mention of orbitals. Then $P^*=XD^*X^*=P$, and
$$P^2=XD(X^*X)DX^*=X(DSD)X^*=XDX^*=P.$$
The two bullets prove these two statements in turn.

```lean
/-- For orthonormal orbitals, `D S D = D`, `D S` is idempotent with trace equal to the number of
orbitals, and `X D X*` is a Hermitian idempotent. -/
theorem occupied_space_projector [DecidableEq k] {X : Matrix m n ℂ} {C : Matrix n k ℂ}
    (h : OrthonormalOrbitals X C) :
    density C * overlap X * density C = density C ∧
    IsIdempotentElem (density C * overlap X) ∧
    (density C * overlap X).trace = (Fintype.card k : ℂ) ∧
    (ambient X (density C)).IsHermitian ∧ IsIdempotentElem (ambient X (density C)) := by
  have h1 := density_overlap_density h
  have h2 := ambient_projector (Matrix.isHermitian_mul_conjTranspose_self C) h1
  refine ⟨h1, ?_, trace_density_overlap h, h2.1, h2.2⟩
  unfold IsIdempotentElem
  rw [← Matrix.mul_assoc, h1]
```

The results are now collected for $D=CC^*$, which is Hermitian by construction. `IsIdempotentElem` means that a matrix equals its own square. The one new item is $(DS)^2=(DSD)S=DS$. Note that $DS$ is idempotent but in general not Hermitian, whereas $P$ is both and is therefore an orthogonal projector.

```lean
/-- For orthonormal orbitals, the vectors left unchanged by `X D X*` are exactly the linear
combinations of the orbitals. -/
theorem fixed_iff_occupied [DecidableEq k] {X : Matrix m n ℂ} {C : Matrix n k ℂ}
    (h : OrthonormalOrbitals X C) (v : m → ℂ) :
    ambient X (density C) *ᵥ v = v ↔ ∃ c : k → ℂ, v = (X * C) *ᵥ c := by
  unfold OrthonormalOrbitals at h
  constructor
  · intro hv
    refine ⟨(Cᴴ * Xᴴ) *ᵥ v, ?_⟩
    rw [Matrix.mulVec_mulVec]
    refine hv.symm.trans ?_
    simp only [ambient, density, Matrix.mul_assoc]
  · rintro ⟨c, rfl⟩
    have h1 : ambient X (density C) * (X * C) = X * C := by
      calc ambient X (density C) * (X * C) = X * C * (Cᴴ * overlap X * C) := by
            simp only [ambient, density, overlap, Matrix.mul_assoc]
        _ = X * C := by rw [h, Matrix.mul_one]
    rw [Matrix.mulVec_mulVec, h1]
```

The symbol `*ᵥ` applies a matrix to a vector. The theorem identifies the space onto which $P$ projects: $Pv=v$ exactly when $v=XCc$ for some coefficients $c$.

If $Pv=v$, then $v=XC(C^*X^*v)$, so $c=C^*X^*v$ works. Conversely, $P\,XC=XC(C^*SC)=XC$, so $P$ leaves every combination of the occupied orbitals unchanged.

```lean
/-- Two coefficient matrices `C` and `C'` of orthonormal orbitals have the same density matrix
exactly when `C' = C U` for a unitary matrix `U`. -/
theorem density_eq_iff_rotation [DecidableEq k] {X : Matrix m n ℂ} {C C' : Matrix n k ℂ}
    (h : OrthonormalOrbitals X C) (h' : OrthonormalOrbitals X C') :
    density C = density C' ↔ ∃ U : Matrix k k ℂ, Uᴴ * U = 1 ∧ C' = C * U := by
  unfold OrthonormalOrbitals at h h'
  constructor
  · intro hD
    -- the rotation is the overlap between the two sets of orbitals
    obtain ⟨U, hU⟩ : ∃ U : Matrix k k ℂ, U = Cᴴ * overlap X * C' := ⟨_, rfl⟩
    have hC : C' = C * U := by
      symm
      calc C * U = density C * overlap X * C' := by
            simp only [hU, density, Matrix.mul_assoc]
        _ = C' * (C'ᴴ * overlap X * C') := by
            rw [hD]; simp only [density, Matrix.mul_assoc]
        _ = C' := by rw [h', Matrix.mul_one]
    refine ⟨U, ?_, hC⟩
    calc Uᴴ * U = Uᴴ * (Cᴴ * overlap X * C) * U := by rw [h, Matrix.mul_one]
      _ = (C * U)ᴴ * overlap X * (C * U) := by
          simp only [Matrix.conjTranspose_mul, Matrix.mul_assoc]
      _ = 1 := by rw [← hC, h']
  · rintro ⟨U, hU, rfl⟩
    have hU' : U * Uᴴ = 1 := mul_eq_one_comm.mp hU
    symm
    calc density (C * U) = C * (U * Uᴴ) * Cᴴ := by
          simp only [density, Matrix.conjTranspose_mul, Matrix.mul_assoc]
      _ = density C := by rw [hU', Matrix.mul_one, density]
```

Two orthonormal sets $C$ and $C'$ with the same number of orbitals have equal density matrices exactly when $C'=CU$ with $U$ unitary. For the forward direction take $U=C^*SC'$, the overlap between the two sets. Using $CC^*=C'C'^*$,
$$CU=CC^*SC'=C'(C'^*SC')=C',$$
$$U^*U=U^*(C^*SC)U=C'^*SC'=1.$$
Conversely, $U$ is square, so $U^*U=1$ also gives $UU^*=1$, and $C'C'^*=CUU^*C^*=CC^*$.

In a linearly dependent basis the same orbitals $XC$ can have several coefficient matrices $C$, and hence several $D$.

```lean
/-- Every Hermitian idempotent is `U U*` for a matrix `U` with orthonormal columns. -/
theorem projector_factorization {P : Matrix m m ℂ} (hP : P.IsHermitian) (hPP : P * P = P) :
    ∃ (r : ℕ) (U : Matrix m (Fin r) ℂ), Uᴴ * U = 1 ∧ U * Uᴴ = P := by
  classical
  obtain ⟨V, d, hV, hPV⟩ : ∃ (V : Matrix m m ℂ) (d : m → ℂ),
      Vᴴ * V = 1 ∧ P * V = V * diagonal d := by
    refine ⟨hP.eigenvectorUnitary, fun j => (hP.eigenvalues j : ℂ),
      Unitary.coe_star_mul_self hP.eigenvectorUnitary, ?_⟩
    ext i j
    have h := congrFun (hP.mulVec_eigenvectorBasis j) i
    rw [Matrix.mul_diagonal, Matrix.mul_apply]
    simp only [Matrix.IsHermitian.eigenvectorUnitary_apply]
    simpa [Matrix.mulVec, dotProduct, mul_comm] using h
  have hV' : V * Vᴴ = 1 := mul_eq_one_comm.mp hV
  -- idempotency forces every eigenvalue to be 0 or 1
  have h1 : V * (diagonal d * diagonal d) = V * diagonal d := by
    rw [← mul_assoc, ← hPV, mul_assoc, ← hPV, ← mul_assoc, hPP]
  have h2 : diagonal d * diagonal d = diagonal d := by
    calc diagonal d * diagonal d = Vᴴ * (V * (diagonal d * diagonal d)) := by
          rw [← mul_assoc Vᴴ, hV, one_mul]
      _ = diagonal d := by rw [h1, ← mul_assoc, hV, one_mul]
  have hd : ∀ j, d j = 0 ∨ d j = 1 := by
    intro j
    rw [Matrix.diagonal_mul_diagonal] at h2
    have h3 := congrFun (congrFun h2 j) j
    simp only [Matrix.diagonal_apply_eq] at h3
    have h4 : d j * (d j - 1) = 0 := by linear_combination h3
    exact (mul_eq_zero.mp h4).imp id sub_eq_zero.mp
  have hP' : P = V * diagonal d * Vᴴ := by rw [← hPV, mul_assoc, hV', mul_one]
  -- keep the eigenvectors with eigenvalue 1
  let e := Fintype.equivFin {j // d j = 1}
  refine ⟨_, Matrix.of fun i a => V i (e.symm a).1, ?_, ?_⟩
  · ext a b
    refine (congrFun (congrFun hV (e.symm a).1) (e.symm b).1).trans ?_
    simp [Matrix.one_apply, Subtype.coe_inj]
  · ext i l
    calc _ = ∑ a, V i (e.symm a).1 * star (V l (e.symm a).1) := rfl
      _ = ∑ j : {j // d j = 1}, V i j.1 * star (V l j.1) :=
          Equiv.sum_comp e.symm (fun j : {j // d j = 1} => V i j.1 * star (V l j.1))
      _ = ∑ j, if d j = 1 then V i j * star (V l j) else 0 := by
          rw [← Finset.sum_filter]
          exact (Finset.sum_subtype _ (by simp) (fun j => V i j * star (V l j))).symm
      _ = ∑ j, V i j * d j * star (V l j) := by
          refine Finset.sum_congr rfl fun j _ => ?_
          rcases hd j with h | h <;> simp [h]
      _ = P i l := by
          rw [hP', Matrix.mul_apply]
          simp only [Matrix.mul_diagonal, Matrix.conjTranspose_apply]
```

This factorisation is used in the proof of `density_iff` below, to recover orbitals from a given $D$. Diagonalise $P$ as $PV=V\Lambda$, with $V$ unitary and $\Lambda$ diagonal with entries $d_j$. From $P^2=P$ follows $V\Lambda^2=V\Lambda$, hence $d_j^2=d_j$, and each $d_j$ is 0 or 1 (`hd`).

Let $U$ consist of the $r$ columns of $V$ with $d_j=1$; the map `e` numbers them. They are orthonormal, so $U^*U=1$, and
$$(UU^*)_{il}=\sum_{j:\,d_j=1}V_{ij}\overline{V_{lj}}=\sum_j V_{ij}d_j\overline{V_{lj}}=P_{il}.$$
The last `calc` block follows these sums. The case $P=0$ is included, with $r=0$.

```lean
/-- A matrix `D` is the density matrix of `N` orthonormal orbitals exactly when it is Hermitian,
`D S D = D` and `tr (D S) = N`. -/
theorem density_iff (X : Matrix m n ℂ) (D : Matrix n n ℂ) (N : ℕ) :
    (∃ C : Matrix n (Fin N) ℂ, OrthonormalOrbitals X C ∧ density C = D) ↔
      D.IsHermitian ∧ D * overlap X * D = D ∧ (D * overlap X).trace = (N : ℂ) := by
  constructor
  · rintro ⟨C, hC, rfl⟩
    exact ⟨Matrix.isHermitian_mul_conjTranspose_self C, density_overlap_density hC,
      by simpa using trace_density_overlap hC⟩
  · rintro ⟨hD, hDSD, htr⟩
    obtain ⟨hH, hI⟩ := ambient_projector hD hDSD
    obtain ⟨r, U, hU, hUP⟩ := projector_factorization hH hI
    -- pull the ambient orbitals `U` back to coefficients in the basis
    have hC : OrthonormalOrbitals X (D * Xᴴ * U) := by
      unfold OrthonormalOrbitals
      calc (D * Xᴴ * U)ᴴ * overlap X * (D * Xᴴ * U)
          = Uᴴ * (X * (D * overlap X * D) * Xᴴ) * U := by
            simp only [Matrix.conjTranspose_mul, Matrix.conjTranspose_conjTranspose, hD.eq,
              Matrix.mul_assoc]
        _ = Uᴴ * (U * Uᴴ) * U := by rw [hDSD, hUP, ambient]
        _ = (Uᴴ * U) * (Uᴴ * U) := by simp only [Matrix.mul_assoc]
        _ = 1 := by rw [hU, Matrix.mul_one]
    have hCD : density (D * Xᴴ * U) = D := by
      calc density (D * Xᴴ * U) = D * Xᴴ * (U * Uᴴ) * (X * D) := by
            simp only [density, Matrix.conjTranspose_mul, Matrix.conjTranspose_conjTranspose,
              hD.eq, Matrix.mul_assoc]
        _ = (D * overlap X * D) * overlap X * D := by
            rw [hUP]; simp only [ambient, overlap, Matrix.mul_assoc]
        _ = D := by rw [hDSD, hDSD]
    have hr : r = N := by
      have h := trace_density_overlap hC
      rw [hCD, htr, Fintype.card_fin] at h
      exact_mod_cast h.symm
    subst hr
    exact ⟨_, hC, hCD⟩
```

This characterises density matrices without reference to orbitals: $D=CC^*$ for some $N$ orthonormal orbitals exactly when $D^*=D$, $DSD=D$ and $\operatorname{tr}(DS)=N$. The forward direction repeats earlier results.

For the converse, $P=XDX^*$ is a projector, so $P=UU^*$ with $U^*U=1$. Set $C=DX^*U$. Then
$$C^*SC=U^*X(DSD)X^*U=U^*PU=(U^*U)(U^*U)=1,$$
$$CC^*=DX^*PXD=DSDSD=D.$$
The number $r$ of columns equals $\operatorname{tr}(DS)=N$, which is the step `hr`.

In Hartree–Fock or Kohn–Sham calculations with a finite basis, these are the conditions on a density matrix with weight one for each occupied orbital and zero for each empty one. Fractional occupations do not satisfy them, and a closed-shell density matrix that counts two electrons per orbital must first be halved. No Hamiltonian enters, so nothing here selects the orbitals of lowest energy.

```lean
/-- In a basis of two overlapping functions, the orbital with coefficients `1, -1` is normalised,
and its density matrix satisfies `D D ≠ D`. -/
theorem orthonormalOrbitals_witness :
    OrthonormalOrbitals (!![1, 1; 0, 1] : Matrix (Fin 2) (Fin 2) ℂ)
      (!![1; -1] : Matrix (Fin 2) (Fin 1) ℂ) ∧
    density (!![1; -1] : Matrix (Fin 2) (Fin 1) ℂ) * density !![1; -1] ≠ density !![1; -1] := by
  constructor
  · unfold OrthonormalOrbitals overlap
    ext i j
    fin_cases i
    fin_cases j
    simp [Matrix.mul_apply, Fin.sum_univ_succ]
  · intro h
    have h0 := congrFun (congrFun h 0) 0
    simp only [density, Matrix.mul_apply, Matrix.conjTranspose_apply] at h0
    norm_num [Fin.sum_univ_succ] at h0

end OccupiedSpaceProjector
```

The basis functions are $(1,0)$ and $(1,1)$, and the single orbital has coefficients $1,-1$:
$$S=\begin{pmatrix}1&1\\1&2\end{pmatrix},\qquad D=\begin{pmatrix}1&-1\\-1&1\end{pmatrix},\qquad DS=\begin{pmatrix}0&-1\\0&1\end{pmatrix}.$$
Here $C^*SC=1-2+2=1$, $DSD=D$ and $\operatorname{tr}(DS)=1$. The orbital is $XC=(0,-1)$, so $P$ is diagonal with entries $0$ and $1$. Yet $D^2=2D\neq D$: the factor $S$ in $DSD=D$ cannot be dropped here. Lean finds the contradiction in the upper left entry, where $D^2$ has 2 and $D$ has 1.

The second basis function has norm $\sqrt2$. After normalising it, the overlap of the two functions is $1/\sqrt2$, the same orbital has coefficients $1,-\sqrt2$, and $D^2=3D$.

```lean
#print axioms OccupiedSpaceProjector.density_overlap_density
#print axioms OccupiedSpaceProjector.fixed_iff_occupied
#print axioms OccupiedSpaceProjector.density_eq_iff_rotation
#print axioms OccupiedSpaceProjector.density_iff
```

```
'OccupiedSpaceProjector.density_overlap_density' depends on axioms: [propext, Classical.choice, Quot.sound]
'OccupiedSpaceProjector.fixed_iff_occupied' depends on axioms: [propext, Classical.choice, Quot.sound]
'OccupiedSpaceProjector.density_eq_iff_rotation' depends on axioms: [propext, Classical.choice, Quot.sound]
'OccupiedSpaceProjector.density_iff' depends on axioms: [propext, Classical.choice, Quot.sound]
```
